# Many-body polarisation terms are nonpositive for nonnegative fields and couplings with row sums below 1

Two sites sit in unit fields with coupling 1/2. Alone, each has dipole 1 and energy −1/2. Together, each dipole is its field plus half the other dipole. Iterating from zero gives 1, 3/2, 7/4, … → 2, so the pair energy is −2 and the pair term is −2 + 1/2 + 1/2 = −1. The first increment is the applied field, every later one is field passed on by the other site, and none is negative.

In general, the sites form a finite type `n`. C_ij couples site i to the dipole at j, and f_i is the applied field, the same in every cluster, in units where an uncoupled site has polarisability 1. Each site carries one scalar dipole, as in a chain polarised along its axis. Nonnegative couplings mean that dipoles reinforce each other; row sums below 1 exclude runaway polarisation. Physical dipole couplings are symmetric in these units; the proofs do not need this.

In Lean 4 with Mathlib:

```lean
import Mathlib

open Matrix Filter Topology

namespace ManyBodyPolarisation

noncomputable section

variable {n : Type*} [Fintype n] [DecidableEq n]
```

For a cluster S, a `Finset n`, C_S keeps the rows and columns in S.

```lean
/-- The coupling matrix restricted to the sites of the cluster `S`. -/
def block (C : Matrix n n ℝ) (S : Finset n) : Matrix S S ℝ :=
  C.submatrix Subtype.val Subtype.val
```

The induced dipoles are μ(S) = (1 − C_S)⁻¹ f_S.

```lean
/-- The induced dipoles `(1 - C_S)⁻¹ f_S` of the cluster `S`, for nonsingular `1 - C_S`. -/
def dipole (C : Matrix n n ℝ) (f : n → ℝ) (S : Finset n) : S → ℝ :=
  (1 - block C S)⁻¹ *ᵥ (fun i : S => f i)
```

The energy is E(S) = −(1/2) ∑ i ∈ S, f_i μ_i(S).

```lean
/-- The polarisation energy `-(1/2) f_Sᵀ (1 - C_S)⁻¹ f_S`, for nonsingular `1 - C_S`. -/
def energy (C : Matrix n n ℝ) (f : n → ℝ) (S : Finset n) : ℝ :=
  -(1 / 2) * ∑ i : S, f i * dipole C f S i
```

The many-body term is ΔE(S) = E(S) − ∑ T ⊊ S, ΔE(T), which includes one-body terms.

```lean
/-- The many-body term of a cluster: its energy minus the terms of all proper subclusters. -/
def manyBody (E : Finset n → ℝ) (S : Finset n) : ℝ :=
  E S - ∑ T ∈ S.ssubsets.attach, manyBody E T.1
termination_by S.card
decreasing_by exact Finset.card_lt_card (Finset.mem_ssubsets.mp T.2)
```

E_m(S) sums ΔE(T) over T ⊆ S with at most m sites.

```lean
/-- The many-body expansion of the energy of `S`, truncated after the `m`-body terms. -/
def truncated (E : Finset n → ℝ) (m : ℕ) (S : Finset n) : ℝ :=
  ∑ T ∈ S.powerset with T.card ≤ m, manyBody E T
```

The self-consistent iteration is s_i(0, S) = 0, s_i(k+1, S) = f_i + ∑ j ∈ S, C_ij s_j(k, S).

```lean
/-- The dipoles after `k` steps of the self-consistent iteration, started from zero. -/
def scf (C : Matrix n n ℝ) (f : n → ℝ) : ℕ → Finset n → n → ℝ
  | 0 => fun _ _ => 0
  | k + 1 => fun S i => f i + ∑ j ∈ S, C i j * scf C f k S j
```

`NonnegTerms g` says that g(S) = ∑ T ⊆ S, m(T) for some m ≥ 0.

```lean
/-- A cluster function that is a sum of nonnegative terms, one for each subcluster. -/
def NonnegTerms (g : Finset n → ℝ) : Prop :=
  ∃ m : Finset n → ℝ, (∀ T, 0 ≤ m T) ∧ ∀ S, g S = ∑ T ∈ S.powerset, m T
```

## (a) Adding up the terms

Show for any cluster function E that

∑ T ⊆ S, ΔE(T) = E(S).

Separate T = S from the proper subclusters and insert the definition of ΔE(S).

```lean
omit [Fintype n] in
/-- The many-body terms of all subclusters of `S` add up to the energy of `S`. -/
theorem sum_manyBody (E : Finset n → ℝ) (S : Finset n) :
    ∑ T ∈ S.powerset, manyBody E T = E S := by
  have h : manyBody E S = E S - ∑ T ∈ S.ssubsets, manyBody E T := by
    rw [manyBody, Finset.sum_attach S.ssubsets (fun T => manyBody E T)]
  have h2 : manyBody E S + ∑ T ∈ S.ssubsets, manyBody E T
      = ∑ T ∈ S.powerset, manyBody E T :=
    Finset.add_sum_erase _ _ (Finset.mem_powerset_self S)
  linarith
```

## (b) Terms in a limit

Let ∑ T ⊆ S, m_k(T) → F(S) for every S. Show that

m_k(S) → ΔF(S).

Write m_k(S) as the full sum minus the sum over T ⊊ S. By induction on clusters (`Finset.strongInductionOn`), the limit is F(S) − ∑ T ⊊ S, ΔF(T) = ΔF(S).

```lean
omit [Fintype n] in
/-- If sums over subclusters converge to `F` on every cluster, then their individual terms
converge to the many-body terms of `F`. -/
theorem tendsto_terms {m : ℕ → Finset n → ℝ} {F : Finset n → ℝ}
    (h : ∀ S, Tendsto (fun k => ∑ T ∈ S.powerset, m k T) atTop (𝓝 (F S))) (S : Finset n) :
    Tendsto (fun k => m k S) atTop (𝓝 (manyBody F S)) := by
  induction S using Finset.strongInductionOn with
  | _ S ih =>
    have split : ∀ g : Finset n → ℝ,
        g S = ∑ T ∈ S.powerset, g T - ∑ T ∈ S.powerset.erase S, g T := fun g => by
      linarith [Finset.add_sum_erase S.powerset g (Finset.mem_powerset_self S)]
    have lim := (h S).sub (tendsto_finsetSum (S.powerset.erase S) fun T hT =>
      ih T (Finset.ssubset_iff_subset_ne.mpr
        ⟨Finset.mem_powerset.mp (Finset.mem_of_mem_erase hT), Finset.ne_of_mem_erase hT⟩))
    rw [split (manyBody F), sum_manyBody]
    exact lim.congr fun k => (split (m k)).symm
```

## (c) Weighted sums over sites

Let c_j ≥ 0 and h_j(S) = ∑ T ⊆ S, m_j(T) with m_j ≥ 0. Find m ≥ 0 with

∑ j ∈ S, c_j h_j(S) = ∑ V ⊆ S, m(V).

Assign c_j m_j(T) to the cluster V = T ∪ {j}, and let m(V) collect these contributions. Since V ⊆ S exactly when j ∈ S and T ⊆ S, both sides agree; `key` does this count for one j.

```lean
/-- Summing over the sites of a cluster with nonnegative weights preserves the property of
being a sum of nonnegative subcluster terms. -/
theorem nonnegTerms_sum {c : n → ℝ} (hc : ∀ j, 0 ≤ c j) {h : n → Finset n → ℝ}
    (hh : ∀ j, NonnegTerms (h j)) : NonnegTerms (fun S => ∑ j ∈ S, c j * h j S) := by
  unfold NonnegTerms at hh
  choose m hm hsum using hh
  -- a term of `T`, weighted at site `j`, belongs to the cluster `insert j T`
  refine ⟨fun V => ∑ j, ∑ T : Finset n, if insert j T = V then c j * m j T else 0,
    fun V => Finset.sum_nonneg fun j _ => Finset.sum_nonneg fun T _ => ?_, fun S => ?_⟩
  · split_ifs
    · exact mul_nonneg (hc j) (hm j T)
    · exact le_rfl
  · have key : ∀ j, (∑ V ∈ S.powerset, ∑ T : Finset n,
        if insert j T = V then c j * m j T else 0) = if j ∈ S then c j * h j S else 0 := by
      intro j
      rw [Finset.sum_comm]
      simp only [Finset.sum_ite_eq, Finset.mem_powerset, Finset.insert_subset_iff]
      by_cases hj : j ∈ S
      · simp only [hj, true_and, if_true]
        rw [hsum, Finset.mul_sum, ← Finset.sum_filter]
        refine Finset.sum_congr ?_ fun _ _ => rfl
        ext T
        simp
      · simp [hj]
    beta_reduce
    rw [Finset.sum_comm, Finset.sum_congr rfl fun j _ => key j]
    simp
```

## (d) Nonsingularity

Let ∑ j, |C_ij| < 1 for every i. Show that

det(1 − C_S) ≠ 0.

Otherwise some v ≠ 0 satisfies v = C_S v. At the site i with largest |v_i|,

|v_i| ≤ (∑ j ∈ S, |C_ij|) |v_i| < |v_i|,

a contradiction.

```lean
/-- If the absolute row sums of `C` are below 1, then `1 - C_S` is nonsingular. -/
theorem det_ne_zero {C : Matrix n n ℝ} (hrow : ∀ i, ∑ j, |C i j| < 1) (S : Finset n) :
    (1 - block C S).det ≠ 0 := by
  intro h
  obtain ⟨v, hv, hz⟩ := Matrix.exists_mulVec_eq_zero_iff.mpr h
  obtain ⟨i0, hi0⟩ := Function.ne_iff.mp hv
  have : Nonempty S := ⟨i0⟩
  -- look at the site with the largest dipole
  obtain ⟨i, hi⟩ := Finite.exists_max (fun i => |v i|)
  have hpos : 0 < |v i| := (abs_pos.mpr hi0).trans_le (hi i0)
  have hfix : v i = ∑ j : S, C i j * v j := by
    have h1 := congrFun hz i
    rw [Matrix.sub_mulVec, Matrix.one_mulVec, Pi.sub_apply, Pi.zero_apply] at h1
    exact sub_eq_zero.mp h1
  have hle : |v i| ≤ (∑ j : S, |C i j|) * |v i| := by
    calc |v i| = |∑ j : S, C i j * v j| := congrArg abs hfix
      _ ≤ ∑ j : S, |C i j * v j| := Finset.abs_sum_le_sum_abs _ _
      _ ≤ ∑ j : S, |C i j| * |v i| := Finset.sum_le_sum fun j _ => by
          rw [abs_mul]
          exact mul_le_mul_of_nonneg_left (hi j) (abs_nonneg _)
      _ = _ := (Finset.sum_mul _ _ _).symm
  have hsub : ∑ j : S, |C i j| ≤ ∑ j, |C i j| :=
    (Finset.sum_coe_sort S (fun j => |C i j|)).trans_le
      (Finset.sum_le_sum_of_subset_of_nonneg (Finset.subset_univ _) fun _ _ _ => abs_nonneg _)
  nlinarith [hrow i]
```

## (e) Energy from any self-consistent solution

Under the same condition, let x_i = f_i + ∑ j ∈ S, C_ij x_j on S. Show that

E(S) = −(1/2) ∑ i ∈ S, f_i x_i.

The equations say (1 − C_S)x = f_S. By (d) the matrix can be inverted, so x = μ(S).

```lean
/-- If the absolute row sums of `C` are below 1, any solution `x` of the self-consistency
equations on `S` gives the polarisation energy as `-(1/2) ∑ f x`. -/
theorem energy_eq {C : Matrix n n ℝ} {f : n → ℝ} (hrow : ∀ i, ∑ j, |C i j| < 1)
    (S : Finset n) (x : n → ℝ) (hx : ∀ i ∈ S, x i = f i + ∑ j ∈ S, C i j * x j) :
    energy C f S = -(1 / 2) * ∑ i ∈ S, f i * x i := by
  have h : (1 - block C S) *ᵥ (fun i : S => x i) = fun i : S => f i := by
    ext i
    rw [Matrix.sub_mulVec, Matrix.one_mulVec]
    change x i - (block C S *ᵥ fun i : S => x i) i = f i
    have hb : (block C S *ᵥ fun i : S => x i) i = ∑ j ∈ S, C i j * x j :=
      Finset.sum_coe_sort S (fun j => C i j * x j)
    rw [hb]
    linarith [hx i i.2]
  have hd : dipole C f S = fun i : S => x i := by
    rw [dipole, ← h, Matrix.mulVec_mulVec,
      Matrix.nonsing_inv_mul _ (isUnit_iff_ne_zero.mpr (det_ne_zero hrow S)), Matrix.one_mulVec]
  rw [energy, hd]
  exact congrArg (fun t : ℝ => -(1 / 2) * t) (Finset.sum_coe_sort S fun i => f i * x i)
```

## (f) Convergence of the iteration

Now let C_ij ≥ 0 with row sums below 1. Show for i ∈ S that

s_i(k, S) → μ_i(S).

Subtracting μ = f_S + C_S μ shows that each step multiplies the error by C_S. With r the largest row sum and M a bound on |μ_i(S)|, induction (`bound`) gives

|s_i(k, S) − μ_i(S)| ≤ r^k M → 0.

In a simulation with induced dipoles, one such step evaluates the field of the current dipoles, adds the applied field and multiplies by the polarisability, here 1. For r = 1/2, ten steps shrink this bound by a factor of 1024.

```lean
/-- For nonnegative couplings with row sums below 1, the self-consistent iteration converges
to the induced dipoles. -/
theorem tendsto_scf {C : Matrix n n ℝ} (f : n → ℝ) (hC : ∀ i j, 0 ≤ C i j)
    (hrow : ∀ i, ∑ j, C i j < 1) (S : Finset n) (i : S) :
    Tendsto (fun k => scf C f k S i) atTop (𝓝 (dipole C f S i)) := by
  have habs : ∀ i, ∑ j, |C i j| < 1 := fun i => by
    simpa only [abs_of_nonneg (hC _ _)] using hrow i
  have heq : ∀ i : S, dipole C f S i = f i + ∑ j : S, C i j * dipole C f S j := fun i => by
    have h : (1 - block C S) *ᵥ dipole C f S = fun i : S => f i := by
      rw [dipole, Matrix.mulVec_mulVec,
        Matrix.mul_nonsing_inv _ (isUnit_iff_ne_zero.mpr (det_ne_zero habs S)),
        Matrix.one_mulVec]
    have hi : ((1 - block C S) *ᵥ dipole C f S) i = f i := congrFun h i
    rw [Matrix.sub_mulVec, Matrix.one_mulVec, Pi.sub_apply] at hi
    have hb : (block C S *ᵥ dipole C f S) i = ∑ j : S, C i j * dipole C f S j := rfl
    linarith
  -- the largest row sum `r` is the contraction factor
  have : Nonempty n := ⟨i.1⟩
  obtain ⟨i0, h0⟩ := Finite.exists_max (fun i => ∑ j, C i j)
  obtain ⟨r, hr0, hr1, hr⟩ : ∃ r : ℝ, 0 ≤ r ∧ r < 1 ∧ ∀ i, ∑ j, C i j ≤ r :=
    ⟨_, Finset.sum_nonneg fun j _ => hC i0 j, hrow i0, h0⟩
  have hsub : ∀ i : S, ∑ j : S, C i j ≤ r := fun i =>
    ((Finset.sum_coe_sort S (fun j => C i j)).trans_le
      (Finset.sum_le_sum_of_subset_of_nonneg (Finset.subset_univ _)
        fun j _ _ => hC i j)).trans (hr i)
  obtain ⟨M, hM, hM1⟩ : ∃ M : ℝ, 0 ≤ M ∧ ∀ j, |dipole C f S j| ≤ M :=
    ⟨∑ j, |dipole C f S j|, Finset.sum_nonneg fun _ _ => abs_nonneg _, fun j =>
      Finset.single_le_sum (f := fun j => |dipole C f S j|)
        (fun _ _ => abs_nonneg _) (Finset.mem_univ j)⟩
  have bound : ∀ k, ∀ i : S, |scf C f k S i - dipole C f S i| ≤ r ^ k * M := by
    intro k
    induction k with
    | zero => intro i; simpa [scf] using hM1 i
    | succ k ih =>
      intro i
      have h1 : scf C f (k + 1) S i = f i + ∑ j : S, C i j * scf C f k S j :=
        congrArg (fun t : ℝ => f i + t)
          (Finset.sum_coe_sort S (fun j => C i j * scf C f k S j)).symm
      have e : scf C f (k + 1) S i - dipole C f S i
          = ∑ j : S, C i j * (scf C f k S j - dipole C f S j) := by
        simp only [mul_sub, Finset.sum_sub_distrib]
        linarith [h1, heq i]
      rw [e]
      calc _ ≤ ∑ j : S, |C i j * (scf C f k S j - dipole C f S j)| :=
            Finset.abs_sum_le_sum_abs _ _
        _ ≤ ∑ j : S, C i j * (r ^ k * M) := Finset.sum_le_sum fun j _ => by
            rw [abs_mul, abs_of_nonneg (hC _ _)]
            exact mul_le_mul_of_nonneg_left (ih j) (hC _ _)
        _ = (∑ j : S, C i j) * (r ^ k * M) := (Finset.sum_mul _ _ _).symm
        _ ≤ r * (r ^ k * M) :=
            mul_le_mul_of_nonneg_right (hsub i) (mul_nonneg (pow_nonneg hr0 k) hM)
        _ = r ^ (k + 1) * M := by ring
  have hlim : Tendsto (fun k : ℕ => r ^ k * M) atTop (𝓝 0) := by
    simpa using (tendsto_pow_atTop_nhds_zero_of_lt_one hr0 hr1).mul_const M
  exact tendsto_iff_norm_sub_tendsto_zero.mpr
    (squeeze_zero (fun _ => norm_nonneg _) (fun k => bound k i) hlim)
```

## (g) The sign of every term

Let also f_i ≥ 0. Show that

ΔE(S) ≤ 0.

The zero start has zero terms. If the s_j(k, ·) have nonnegative terms, (c) with weights C_ij handles the coupling sum, and f_i joins the term of the empty cluster. Thus every iterate has nonnegative terms. Applying (c) with weights f_i gives

∑ i ∈ S, f_i s_i(k, S) = ∑ T ⊆ S, m_k(T), m_k ≥ 0.

By (f), −(1/2) times this sum tends to E(S). By (b), −(1/2) m_k(S) → ΔE(S), and `le_of_tendsto'` keeps the sign.

```lean
/-- For nonnegative couplings with row sums below 1 and nonnegative fields, every many-body
term of the polarisation energy is nonpositive. -/
theorem manyBody_nonpos {C : Matrix n n ℝ} {f : n → ℝ} (hC : ∀ i j, 0 ≤ C i j)
    (hrow : ∀ i, ∑ j, C i j < 1) (hf : ∀ i, 0 ≤ f i) (S : Finset n) :
    manyBody (energy C f) S ≤ 0 := by
  -- every iterate is a sum of nonnegative subcluster terms
  have hs : ∀ k i, NonnegTerms (fun S => scf C f k S i) := by
    intro k
    induction k with
    | zero => exact fun i => ⟨fun _ => 0, fun _ => le_rfl, fun S => by simp [scf]⟩
    | succ k ih =>
      intro i
      obtain ⟨m, hm, hsum⟩ := nonnegTerms_sum (hC i) ih
      refine ⟨fun T => (if T = ∅ then f i else 0) + m T, fun T => ?_, fun S => ?_⟩
      · have := hm T
        have := hf i
        dsimp only
        split_ifs <;> linarith
      · have h : ∑ j ∈ S, C i j * scf C f k S j = ∑ T ∈ S.powerset, m T := hsum S
        simp only [Finset.sum_add_distrib, Finset.sum_ite_eq', Finset.empty_mem_powerset,
          if_true, scf]
        linarith
  have hg : ∀ k, NonnegTerms (fun S => ∑ i ∈ S, f i * scf C f k S i) :=
    fun k => nonnegTerms_sum hf (hs k)
  unfold NonnegTerms at hg
  choose m hm hsum using hg
  -- the sign survives the limit of the iteration
  have lim : Tendsto (fun k => -(1 / 2) * m k S) atTop (𝓝 (manyBody (energy C f) S)) := by
    refine tendsto_terms (m := fun k T => -(1 / 2) * m k T) (fun S => ?_) S
    have e : ∀ k, ∑ T ∈ S.powerset, -(1 / 2) * m k T
        = -(1 / 2) * ∑ i : S, f i * scf C f k S i := fun k => by
      rw [← Finset.mul_sum, ← hsum k S]
      exact congrArg (fun t : ℝ => -(1 / 2) * t)
        (Finset.sum_coe_sort S fun i => f i * scf C f k S i).symm
    simp only [e]
    exact (tendsto_finsetSum _ fun i _ =>
      (tendsto_scf f hC hrow S i).const_mul (f i)).const_mul _
  exact le_of_tendsto' lim fun k => by linarith [hm k S]
```

## (h) Ordering the truncations

Under the same hypotheses, show that

E_b(S) ≤ E_a(S) for a ≤ b,

E(S) ≤ E_m(S) for all m,

E_m(S) = E(S) for m ≥ |S|.

Raising the order adds only nonpositive terms, which is `Antitone`. Once m ≥ |S|, all subclusters are included and (a) applies. The middle line compares m with max(m, |S|).

In this scalar, linear-response model with nonnegative fields and couplings and row sums below 1, truncation therefore never overestimates polarisation binding. The same sign argument gives E(A ∪ B) ≤ E(A) + E(B) for disjoint A and B, a consequence not formalised here: the extra terms belong to clusters meeting both.

```lean
/-- For nonnegative couplings with row sums below 1 and nonnegative fields, the truncated
energies do not increase with the order, never lie below the exact energy, and equal it once
the order reaches the number of sites. -/
theorem truncated_energy {C : Matrix n n ℝ} {f : n → ℝ} (hC : ∀ i j, 0 ≤ C i j)
    (hrow : ∀ i, ∑ j, C i j < 1) (hf : ∀ i, 0 ≤ f i) (S : Finset n) :
    Antitone (fun m => truncated (energy C f) m S) ∧
    (∀ m, energy C f S ≤ truncated (energy C f) m S) ∧
    ∀ m, S.card ≤ m → truncated (energy C f) m S = energy C f S := by
  have anti : Antitone (fun m => truncated (energy C f) m S) := by
    intro a b hab
    have hsub : S.powerset.filter (fun T => T.card ≤ a)
        ⊆ S.powerset.filter (fun T => T.card ≤ b) := fun T hT => by
      rw [Finset.mem_filter] at hT ⊢
      exact ⟨hT.1, hT.2.trans hab⟩
    have h := Finset.sum_le_sum_of_subset_of_nonneg
      (f := fun T => -manyBody (energy C f) T) hsub
      fun T _ _ => neg_nonneg.mpr (manyBody_nonpos hC hrow hf T)
    simp only [Finset.sum_neg_distrib] at h
    exact neg_le_neg_iff.mp h
  have exact_of : ∀ m, S.card ≤ m → truncated (energy C f) m S = energy C f S := by
    intro m h
    rw [truncated, Finset.filter_true_of_mem fun T hT =>
      (Finset.card_le_card (Finset.mem_powerset.mp hT)).trans h, sum_manyBody]
  refine ⟨anti, fun m => ?_, exact_of⟩
  rw [← exact_of (max m S.card) (le_max_right _ _)]
  exact anti (le_max_left _ _)
```

## (i) Two sites with either sign of coupling

Take two sites in equal fields a, with coupling c, |c| < 1, and no self-coupling.

```lean
/-- Two sites coupled by `c`, without self-coupling. -/
def pairCoupling (c : ℝ) : Matrix (Fin 2) (Fin 2) ℝ := !![0, c; c, 0]
```

Show that

ΔE({0, 1}) = −a²c/(1 − c),

and that this is positive if c < 0 and a ≠ 0.

Both dipoles equal y = a + cy, so y = a/(1 − c). By (e) the pair energy is −ay = −a²/(1 − c), and each single site has −a²/2. Hence

ΔE({0, 1}) = −a²/(1 − c) + a² = −a²c/(1 − c).

With a > 0 and c < 0, nonnegative fields and absolute row sums below 1 alone do not make the terms nonpositive.

```lean
/-- Two sites in equal fields `a` with coupling `|c| < 1` have the pair term
`-a² c / (1 - c)`, which is positive if `c < 0` and `a ≠ 0`. -/
theorem pair_term {c : ℝ} (a : ℝ) (hc : |c| < 1) :
    manyBody (energy (pairCoupling c) fun _ => a) Finset.univ = -(a ^ 2 * c / (1 - c)) ∧
    (c < 0 → a ≠ 0 →
      0 < manyBody (energy (pairCoupling c) fun _ => a) Finset.univ) := by
  have hpos : 0 < 1 - c := by linarith [(abs_lt.mp hc).2]
  have hrow : ∀ i, ∑ j, |pairCoupling c i j| < 1 := by
    intro i
    fin_cases i <;> simpa [pairCoupling, Fin.sum_univ_two] using hc
  obtain ⟨y, hy⟩ : ∃ y, y * (1 - c) = a := ⟨a / (1 - c), div_mul_cancel₀ a hpos.ne'⟩
  -- energies of the empty cluster, the single sites and the pair
  have e0 : energy (pairCoupling c) (fun _ => a) ∅ = 0 := by
    rw [energy_eq hrow ∅ (fun _ => 0) (by simp)]
    simp
  have e1 : ∀ i, energy (pairCoupling c) (fun _ => a) {i} = -(a ^ 2 / 2) := by
    intro i
    have hd : pairCoupling c i i = 0 := by fin_cases i <;> simp [pairCoupling]
    rw [energy_eq hrow {i} (fun _ => a) (fun j hj => by
      rw [Finset.mem_singleton.mp hj]
      simp only [Finset.sum_singleton, hd]
      ring)]
    simp only [Finset.sum_singleton]
    ring
  have e2 : energy (pairCoupling c) (fun _ => a) Finset.univ = -(a * y) := by
    rw [energy_eq hrow Finset.univ (fun _ => y) (fun i _ => by
      fin_cases i <;> simp [pairCoupling, Fin.sum_univ_two] <;> linear_combination hy)]
    simp only [Fin.sum_univ_two]
    ring
  have p1 : ∀ i : Fin 2, ({i} : Finset (Fin 2)).powerset = {∅, {i}} := by decide
  have p2 : (Finset.univ : Finset (Fin 2)).powerset = {∅, {0}, {1}, Finset.univ} := by decide
  have m0 := sum_manyBody (energy (pairCoupling c) fun _ => a) ∅
  rw [Finset.powerset_empty, Finset.sum_singleton, e0] at m0
  have m1 : ∀ i, manyBody (energy (pairCoupling c) fun _ => a) {i} = -(a ^ 2 / 2) := by
    intro i
    have h := sum_manyBody (energy (pairCoupling c) fun _ => a) {i}
    rw [p1, Finset.sum_pair (Finset.singleton_ne_empty i).symm, e1, m0] at h
    linarith
  have s2 : ∀ g : Finset (Fin 2) → ℝ, ∑ T ∈ (Finset.univ : Finset (Fin 2)).powerset, g T
      = g ∅ + (g {0} + (g {1} + g Finset.univ)) := by
    intro g
    rw [p2, Finset.sum_insert, Finset.sum_insert, Finset.sum_insert, Finset.sum_singleton]
    all_goals decide
  have m2 := sum_manyBody (energy (pairCoupling c) fun _ => a) Finset.univ
  rw [s2, m0, m1, m1, e2] at m2
  have hq : a ^ 2 * c / (1 - c) = a * y * c := by
    rw [div_eq_iff hpos.ne', ← hy]
    ring
  have form : manyBody (energy (pairCoupling c) fun _ => a) Finset.univ
      = -(a ^ 2 * c / (1 - c)) := by
    rw [hq]
    linear_combination m2 - a * hy
  refine ⟨form, fun hneg ha => ?_⟩
  rw [form]
  exact neg_pos.mpr (div_neg_of_neg_of_pos (mul_neg_of_pos_of_neg (by positivity) hneg) hpos)

end

end ManyBodyPolarisation
```

```lean
#print axioms ManyBodyPolarisation.manyBody_nonpos
-- 'ManyBodyPolarisation.manyBody_nonpos' depends on axioms: [propext, Classical.choice, Quot.sound]
#print axioms ManyBodyPolarisation.truncated_energy
-- 'ManyBodyPolarisation.truncated_energy' depends on axioms: [propext, Classical.choice, Quot.sound]
#print axioms ManyBodyPolarisation.pair_term
-- 'ManyBodyPolarisation.pair_term' depends on axioms: [propext, Classical.choice, Quot.sound]
```
